# The total displacement of a Hermitian matrix's energy levels is at most the trace norm of the Hermitian perturbation

## One altered site, many shifted levels

Take a tight-binding chain of $N$ sites with one orbital per site, and raise the on-site energy of one atom by $v>0$. The eigenstates are generally spread over the chain, so many levels can move. If all we knew was that each level moves by at most $v$, the total displacement could be as large as $Nv$. Does it grow with the length of the chain?

It does not. The perturbation matrix has one eigenvalue $v$ and $N-1$ eigenvalues zero, and the sum of its absolute eigenvalues bounds the displacements of all levels taken together. In this example the total is exactly $v$, whatever the length of the chain.

For non-interacting electrons in a finite orthonormal basis, the same bound controls the change in band energy at fixed occupations when the Hamiltonian matrix is altered or approximated.

## The inequality and its terms

Let $A$ and $B$ be Hermitian $N\times N$ matrices, with levels repeated according to multiplicity and numbered from the lowest up:
$$\lambda_0(A)\le\lambda_1(A)\le\dots\le\lambda_{N-1}(A).$$
The theorem `total_displacement_le` states that
$$\sum_{k=0}^{N-1}|\lambda_k(A)-\lambda_k(B)|\le\sum_{k=0}^{N-1}|\lambda_k(A-B)|.$$
The right-hand side is the trace norm of $A-B$, written out through its eigenvalues.

In Lean, the basis labels form a finite type `n`, and $N$ is `Fintype.card n`. The hypotheses `hA` and `hB` say that the matrices are Hermitian, and `hA.sub hB` is the resulting proof that $A-B$ is Hermitian too. The number $\lambda_k(A)$ is `level hA k`. Mathlib lists eigenvalues in decreasing order, so the definition reads that list backwards.

Levels are paired by their position in energy. If two states cross as the Hamiltonian changes, the pairing does not follow their orbital character.

The function `expect A x` is
$$q_A(x)=\operatorname{Re}(x^\dagger A x),$$
where $x$ may have any norm. For nonzero $x$ and Hermitian $A$, the normalised expectation value is $q_A(x)/\|x\|^2$, with $\|x\|^2=\sum_i|x_i|^2$.

Two further theorems accompany the bound:

- `total_displacement_eq` gives equality when $q_{A-B}(x)\ge0$ for every $x$. This is the case of a perturbation that lowers the energy expectation of no state, such as the raised site above.
- `band_energy_stability` takes occupations $0\le f_k\le g$ and gives
$$\left|\sum_k f_k\lambda_k(A)-\sum_k f_k\lambda_k(B)\right|\le\sum_k g\,|\lambda_k(A-B)|.$$
The constant $g$ is the largest occupation allowed per level, for instance 2 for a spin-degenerate spatial orbital.

The same $f_k$ are used for both matrices. This fits filling a fixed number of electrons from the bottom, but not thermal occupations recomputed after the levels have moved. The matrices are finite and the eigenvalue problem is the ordinary one, without an overlap matrix.

## Levels as weights and as a trace

Write $A=U\,\mathrm{diag}(\lambda_i(A))\,U^\dagger$ with $U$ unitary, and put $y=U^\dagger x$. Then
$$q_A(x)=\sum_i\lambda_i(A)|y_i|^2,\qquad \sum_i|y_i|^2=\|x\|^2.$$
Since the trace is cyclic, also
$$\operatorname{Tr}A=\sum_i\lambda_i(A).$$

## A larger quadratic form has higher levels

Suppose that $q_A(x)\le q_B(x)$ for all $x$. Then $\lambda_k(A)\le\lambda_k(B)$ for every $k$.

To see this, let $u_i$ and $v_i$ be orthonormal eigenvectors of $A$ and $B$, in the order of the levels. Look for a vector $x$ with
$$u_i^\dagger x=0\quad(i<k),\qquad v_i^\dagger x=0\quad(i>k).$$
These are $k+(N-1-k)=N-1$ homogeneous linear equations in $N$ unknowns, so a nonzero solution exists. It contains only eigenvectors of $A$ at level $k$ or above, and only eigenvectors of $B$ at level $k$ or below. Hence
$$\lambda_k(A)\|x\|^2\le q_A(x)\le q_B(x)\le\lambda_k(B)\|x\|^2,$$
and division by $\|x\|^2>0$ gives the claim.

## A matrix above both

Let $C=A-B=U\,\mathrm{diag}(c_i)\,U^\dagger$, where $U$ now diagonalises $C$ and $c_i=\lambda_i(C)$. Keep only the positive part:
$$P=U\,\mathrm{diag}(\max(c_i,0))\,U^\dagger,\qquad M=B+P.$$
With $y=U^\dagger x$,
$$q_M(x)-q_B(x)=\sum_i\max(c_i,0)|y_i|^2\ge0,$$
$$q_M(x)-q_A(x)=\sum_i\bigl(\max(c_i,0)-c_i\bigr)|y_i|^2\ge0.$$
By the previous comparison, $\lambda_k(M)$ is at least as large as both $\lambda_k(A)$ and $\lambda_k(B)$. Since $|a-b|=2\max(a,b)-a-b$,
$$|\lambda_k(A)-\lambda_k(B)|\le2\lambda_k(M)-\lambda_k(A)-\lambda_k(B).$$
Summing over $k$ turns the levels into traces:
$$\begin{aligned}
\sum_k|\lambda_k(A)-\lambda_k(B)|
&\le2\operatorname{Tr}M-\operatorname{Tr}A-\operatorname{Tr}B\\
&=2\operatorname{Tr}P-\operatorname{Tr}C\\
&=\sum_k\bigl(2\max(c_k,0)-c_k\bigr)=\sum_k|c_k|.
\end{aligned}$$

## Equality and the band energy

If $q_C(x)\ge0$ for all $x$, testing on the eigenvectors of $C$ gives $c_k\ge0$. Therefore
$$\sum_k|c_k|=\operatorname{Tr}C=\sum_k\bigl(\lambda_k(A)-\lambda_k(B)\bigr)\le\sum_k|\lambda_k(A)-\lambda_k(B)|,$$
which is the reverse of the main inequality, so the two sides are equal.

For the band energy, the triangle inequality and $0\le f_k\le g$ give
$$\left|\sum_k f_k\bigl(\lambda_k(A)-\lambda_k(B)\bigr)\right|\le g\sum_k|\lambda_k(A)-\lambda_k(B)|\le g\sum_k|c_k|.$$

## The Lean file

```lean
import Mathlib

open Matrix

namespace TraceNormSpectralStability

noncomputable section

variable {n : Type*} [Fintype n] [DecidableEq n] {A B : Matrix n n ℂ}

/-- The energy levels of a Hermitian matrix, with multiplicity, numbered from the lowest up. -/
def level (hA : A.IsHermitian) (k : Fin (Fintype.card n)) : ℝ :=
  hA.eigenvalues₀ k.rev

/-- The quadratic form `x† A x` (its real part), for a state vector `x` of any norm. -/
def expect (A : Matrix n n ℂ) (x : n → ℂ) : ℝ := (star x ⬝ᵥ (A *ᵥ x)).re

/-- A numbering of the basis labels by level numbers. -/
def label (n : Type*) [Fintype n] : n ≃ Fin (Fintype.card n) :=
  (Fintype.equivOfCardEq (Fintype.card_fin _)).symm.trans Fin.revPerm

/-- The levels are in increasing order. -/
theorem level_monotone (hA : A.IsHermitian) : Monotone (level hA) :=
  fun _ _ h => hA.eigenvalues₀_antitone (Fin.rev_le_rev.mpr h)

/-- A Hermitian matrix is a unitary rotation of the diagonal matrix of its levels. -/
theorem spectral_form (hA : A.IsHermitian) : ∃ U : Matrix n n ℂ, U * Uᴴ = 1 ∧
    A = U * diagonal (fun i => ((level hA (label n i) : ℝ) : ℂ)) * Uᴴ := by
  refine ⟨hA.eigenvectorUnitary, mem_unitaryGroup_iff.mp hA.eigenvectorUnitary.2, ?_⟩
  have h := hA.spectral_theorem
  rw [Unitary.conjStarAlgAut_apply] at h
  have e : (fun i => ((level hA (label n i) : ℝ) : ℂ)) = RCLike.ofReal ∘ hA.eigenvalues := by
    funext i
    simp [level, label, IsHermitian.eigenvalues]
  rw [e]
  exact h

/-- In a rotated diagonal matrix, the quadratic form is the sum of the diagonal entries weighted
by the squared moduli of the rotated amplitudes. -/
theorem expect_diag (U : Matrix n n ℂ) (a : n → ℝ) (x : n → ℂ) :
    expect (U * diagonal (fun i => (a i : ℂ)) * Uᴴ) x
      = ∑ i, a i * Complex.normSq ((Uᴴ *ᵥ x) i) := by
  have h : star x ⬝ᵥ ((U * diagonal (fun i => (a i : ℂ)) * Uᴴ) *ᵥ x)
      = star (Uᴴ *ᵥ x) ⬝ᵥ (diagonal (fun i => (a i : ℂ)) *ᵥ (Uᴴ *ᵥ x)) := by
    rw [star_mulVec, conjTranspose_conjTranspose, ← dotProduct_mulVec]
    simp only [mulVec_mulVec, Matrix.mul_assoc]
  rw [expect, h]
  simp only [dotProduct, mulVec_diagonal, Pi.star_apply, Complex.re_sum]
  refine Finset.sum_congr rfl fun i _ => ?_
  generalize (Uᴴ *ᵥ x) i = z
  simp only [Complex.star_def, Complex.mul_re, Complex.mul_im, Complex.conj_re, Complex.conj_im,
    Complex.ofReal_re, Complex.ofReal_im, Complex.normSq_apply]
  ring

omit [DecidableEq n] in
private lemma expect_add (A B : Matrix n n ℂ) (x : n → ℂ) :
    expect (A + B) x = expect A x + expect B x := by
  simp only [expect, add_mulVec, dotProduct_add, Complex.add_re]

private lemma norm_rotated {U : Matrix n n ℂ} (hU : U * Uᴴ = 1) (x : n → ℂ) :
    ∑ i, Complex.normSq ((Uᴴ *ᵥ x) i) = ∑ i, Complex.normSq (x i) := by
  have h1 := expect_diag U (fun _ => 1) x
  have h2 := expect_diag 1 (fun _ => 1) x
  simp only [Complex.ofReal_one, diagonal_one, mul_one, one_mul, hU, conjTranspose_one,
    one_mulVec] at h1 h2
  rw [← h1, h2]

private lemma trace_diag {U : Matrix n n ℂ} (hU : U * Uᴴ = 1) (a : n → ℝ) :
    (trace (U * diagonal (fun i => (a i : ℂ)) * Uᴴ)).re = ∑ i, a i := by
  rw [trace_mul_comm, ← Matrix.mul_assoc, mul_eq_one_comm.mp hU, Matrix.one_mul]
  simp [trace_diagonal]

/-- The sum of all levels is the trace. -/
theorem sum_level (hA : A.IsHermitian) : ∑ k, level hA k = (trace A).re := by
  obtain ⟨U, hU, h⟩ := spectral_form hA
  rw [← Equiv.sum_comp (label n) (level hA)]
  exact ((congrArg (fun M => (trace M).re) h).trans (trace_diag hU _)).symm

/-- If the quadratic form of `A` never exceeds that of `B`, then no level of `A` lies above the
level of `B` with the same number. -/
theorem level_le_level (hA : A.IsHermitian) (hB : B.IsHermitian)
    (h : ∀ x, expect A x ≤ expect B x) (k : Fin (Fintype.card n)) :
    level hA k ≤ level hB k := by
  by_contra hcon
  have hlt := not_le.mp hcon
  obtain ⟨U, hU, hUA⟩ := spectral_form hA
  obtain ⟨V, hV, hVB⟩ := spectral_form hB
  -- one row of `T` vanishes, so some nonzero `x` meets all the other conditions
  let T : Matrix n n ℂ := Matrix.of fun i j =>
    if label n i < k then Uᴴ i j else if k < label n i then Vᴴ i j else 0
  have hdet : T.det = 0 :=
    det_eq_zero_of_row_eq_zero ((label n).symm k) (fun j => by simp [T])
  obtain ⟨x, hx0, hx⟩ := exists_mulVec_eq_zero_iff.mpr hdet
  have hxU : ∀ i, label n i < k → (Uᴴ *ᵥ x) i = 0 := fun i hi => by
    have := congrFun hx i
    simpa [T, mulVec, dotProduct, hi] using this
  have hxV : ∀ i, k < label n i → (Vᴴ *ᵥ x) i = 0 := fun i hi => by
    have := congrFun hx i
    simpa [T, mulVec, dotProduct, hi, not_lt_of_ge hi.le] using this
  have hpos : 0 < ∑ i, Complex.normSq (x i) := by
    obtain ⟨i, hi⟩ := Function.ne_iff.mp hx0
    exact Finset.sum_pos' (fun i _ => Complex.normSq_nonneg _)
      ⟨i, Finset.mem_univ i, Complex.normSq_pos.mpr hi⟩
  have h1 : level hA k * ∑ i, Complex.normSq (x i) ≤ expect A x := by
    rw [(congrArg (fun M => expect M x) hUA).trans (expect_diag U _ x), ← norm_rotated hU x,
      Finset.mul_sum]
    refine Finset.sum_le_sum fun i _ => ?_
    by_cases hi : label n i < k
    · simp [hxU i hi]
    · exact mul_le_mul_of_nonneg_right (level_monotone hA (not_lt.mp hi))
        (Complex.normSq_nonneg _)
  have h2 : expect B x ≤ level hB k * ∑ i, Complex.normSq (x i) := by
    rw [(congrArg (fun M => expect M x) hVB).trans (expect_diag V _ x), ← norm_rotated hV x,
      Finset.mul_sum]
    refine Finset.sum_le_sum fun i _ => ?_
    by_cases hi : k < label n i
    · simp [hxV i hi]
    · exact mul_le_mul_of_nonneg_right (level_monotone hB (not_lt.mp hi))
        (Complex.normSq_nonneg _)
  have h3 := mul_lt_mul_of_pos_right hlt hpos
  linarith [h x]

/-- The total displacement of all levels between two Hermitian matrices is at most the sum of the
absolute eigenvalues of their difference. -/
theorem total_displacement_le (hA : A.IsHermitian) (hB : B.IsHermitian) :
    ∑ k, |level hA k - level hB k| ≤ ∑ k, |level (hA.sub hB) k| := by
  obtain ⟨U, hU, hC⟩ := spectral_form (hA.sub hB)
  -- `P` is the positive part of `A - B`, and `B + P` dominates both `A` and `B`
  let p : n → ℝ := fun i => max (level (hA.sub hB) (label n i)) 0
  let P : Matrix n n ℂ := U * diagonal (fun i => (p i : ℂ)) * Uᴴ
  have hP : P.IsHermitian := by
    have hs : star (fun i => (p i : ℂ)) = fun i => (p i : ℂ) :=
      funext fun i => Complex.conj_ofReal _
    change (U * diagonal (fun i => (p i : ℂ)) * Uᴴ)ᴴ = U * diagonal (fun i => (p i : ℂ)) * Uᴴ
    rw [conjTranspose_mul, conjTranspose_mul, conjTranspose_conjTranspose,
      diagonal_conjTranspose, hs, ← Matrix.mul_assoc]
  have hPx : ∀ x, expect P x = ∑ i, p i * Complex.normSq ((Uᴴ *ᵥ x) i) := expect_diag U p
  have hBM := level_le_level hB (hB.add hP) fun x => by
    rw [expect_add, hPx]
    exact le_add_of_nonneg_right (Finset.sum_nonneg fun i _ =>
      mul_nonneg (le_max_right _ _) (Complex.normSq_nonneg _))
  have hAM := level_le_level hA (hB.add hP) fun x => by
    have e : expect A x = expect B x + expect (A - B) x := by
      rw [← expect_add, add_sub_cancel]
    rw [e, expect_add, hPx, (congrArg (fun M => expect M x) hC).trans (expect_diag U _ x)]
    gcongr with i _
    · exact Complex.normSq_nonneg _
    · exact le_max_left _ _
  -- the traces turn the sum of the gaps into the trace norm
  have tM : ∑ k, level (hB.add hP) k
      = ∑ k, level hB k + ∑ k, max (level (hA.sub hB) k) 0 := by
    rw [sum_level, sum_level, trace_add, Complex.add_re,
      ← Equiv.sum_comp (label n) (fun k => max (level (hA.sub hB) k) 0)]
    exact congrArg _ (trace_diag hU p)
  have tC : ∑ k, level (hA.sub hB) k = ∑ k, level hA k - ∑ k, level hB k := by
    rw [sum_level, sum_level, sum_level, trace_sub, Complex.sub_re]
  have habs : ∑ k, |level (hA.sub hB) k|
      = 2 * ∑ k, max (level (hA.sub hB) k) 0 - ∑ k, level (hA.sub hB) k := by
    rw [Finset.mul_sum, ← Finset.sum_sub_distrib]
    refine Finset.sum_congr rfl fun k _ => ?_
    rcases le_total 0 (level (hA.sub hB) k) with h | h
    · rw [abs_of_nonneg h, max_eq_left h]; ring
    · rw [abs_of_nonpos h, max_eq_right h]; ring
  have hsum : ∑ k, |level hA k - level hB k|
      ≤ ∑ k, (2 * level (hB.add hP) k - level hA k - level hB k) :=
    Finset.sum_le_sum fun k _ => abs_le.mpr
      ⟨by linarith [hAM k, hBM k], by linarith [hAM k, hBM k]⟩
  rw [Finset.sum_sub_distrib, Finset.sum_sub_distrib, ← Finset.mul_sum] at hsum
  linarith

/-- If the perturbation `A - B` has a non-negative quadratic form, the total displacement of the
levels equals the sum of its absolute eigenvalues. -/
theorem total_displacement_eq (hA : A.IsHermitian) (hB : B.IsHermitian)
    (h : ∀ x, 0 ≤ expect (A - B) x) :
    ∑ k, |level hA k - level hB k| = ∑ k, |level (hA.sub hB) k| := by
  refine le_antisymm (total_displacement_le hA hB) ?_
  obtain ⟨U, hU, hC⟩ := spectral_form (hA.sub hB)
  -- testing on the eigenvectors shows that the levels of `A - B` are non-negative
  have hc : ∀ k, 0 ≤ level (hA.sub hB) k := fun k => by
    have hx := h (U *ᵥ Pi.single ((label n).symm k) 1)
    rw [(congrArg (fun M => expect M _) hC).trans (expect_diag U _ _), mulVec_mulVec,
      mul_eq_one_comm.mp hU, one_mulVec, Finset.sum_eq_single ((label n).symm k)
        (fun j _ hj => by simp [hj]) (fun hj => absurd (Finset.mem_univ _) hj)] at hx
    simpa using hx
  calc ∑ k, |level (hA.sub hB) k| = ∑ k, level (hA.sub hB) k :=
        Finset.sum_congr rfl fun k _ => abs_of_nonneg (hc k)
    _ = ∑ k, (level hA k - level hB k) := by
        rw [Finset.sum_sub_distrib, sum_level, sum_level, sum_level, trace_sub, Complex.sub_re]
    _ ≤ ∑ k, |level hA k - level hB k| := Finset.sum_le_sum fun k _ => le_abs_self _

/-- At fixed occupations between `0` and `g`, the band energy changes by at most `g` times the
sum of the absolute eigenvalues of the perturbation. -/
theorem band_energy_stability (hA : A.IsHermitian) (hB : B.IsHermitian)
    (f : Fin (Fintype.card n) → ℝ) (g : ℝ) (hf : ∀ k, 0 ≤ f k) (hg : ∀ k, f k ≤ g) :
    |∑ k, f k * level hA k - ∑ k, f k * level hB k| ≤ ∑ k, g * |level (hA.sub hB) k| := by
  rcases isEmpty_or_nonempty (Fin (Fintype.card n)) with he | ⟨⟨k₀⟩⟩
  · simp
  have hg0 : 0 ≤ g := (hf k₀).trans (hg k₀)
  rw [← Finset.sum_sub_distrib, ← Finset.mul_sum]
  calc |∑ k, (f k * level hA k - f k * level hB k)|
      ≤ ∑ k, |f k * level hA k - f k * level hB k| := Finset.abs_sum_le_sum_abs _ _
    _ ≤ ∑ k, g * |level hA k - level hB k| := Finset.sum_le_sum fun k _ => by
        rw [← mul_sub, abs_mul, abs_of_nonneg (hf k)]
        exact mul_le_mul_of_nonneg_right (hg k) (abs_nonneg _)
    _ = g * ∑ k, |level hA k - level hB k| := (Finset.mul_sum _ _ _).symm
    _ ≤ g * ∑ k, |level (hA.sub hB) k| :=
        mul_le_mul_of_nonneg_left (total_displacement_le hA hB) hg0

end

end TraceNormSpectralStability
```

```lean
#print axioms TraceNormSpectralStability.total_displacement_le
#print axioms TraceNormSpectralStability.total_displacement_eq
#print axioms TraceNormSpectralStability.band_energy_stability
```

```
'TraceNormSpectralStability.total_displacement_le' depends on axioms: [propext, Classical.choice, Quot.sound]
'TraceNormSpectralStability.total_displacement_eq' depends on axioms: [propext, Classical.choice, Quot.sound]
'TraceNormSpectralStability.band_energy_stability' depends on axioms: [propext, Classical.choice, Quot.sound]
```

## How the lemmas carry the argument

The matrices are indexed by basis labels and the levels by numbers. The bijection `label` connects the two, so that `spectral_form` can place the levels on a diagonal indexed by `n`. The theorem `level_monotone` confirms that reversing Mathlib's list gives increasing order.

`expect_diag` is the weighted-sum formula for $q_A$. It moves $U$ onto the left-hand vector and then compares the sums term by term. `norm_rotated` obtains conservation of the norm by applying this formula twice with all diagonal entries equal to 1, once for $U$ and once for the identity. `expect_add` is additivity of the quadratic form in the matrix. `trace_diag` uses cyclicity of the trace, and `sum_level` combines it with the spectral form.

In `level_le_level`, the count of equations becomes a determinant. The square matrix `T` has the rows of $U^\dagger$ below level $k$, the rows of $V^\dagger$ above it, and a zero row at $k$, where $U$ here diagonalises $A$ and $V$ diagonalises $B$. Its determinant vanishes, so `exists_mulVec_eq_zero_iff` supplies the nonzero $x$. The facts `hxU` and `hxV` read off the vanishing components, while `h1` and `h2` are the outer two inequalities of the chain. The proof runs by contradiction: if $\lambda_k(A)>\lambda_k(B)$, multiplying by the positive squared norm gives `h3`, which `linarith` finds incompatible with the chain.

`total_displacement_le` builds $P$ from the diagonal entries `p` and checks in `hP` that it is Hermitian. Then `hBM` and `hAM` state that the levels of $M$ lie at or above those of $B$ and $A$. The trace identities are `tM` and `tC`, and `habs` is $|c|=2\max(c,0)-c$ summed over the levels, proved by splitting on the sign of $c$. The summed gap estimate is `hsum`, and the last `linarith` combines these linear relations.

For equality, `total_displacement_eq` evaluates the hypothesis on a column of $U$, the image of a basis vector written with `Pi.single`. Only one term of the weighted sum survives, which gives `hc`, the non-negativity of each $c_k$. The `calc` block then follows the trace argument above.

`band_energy_stability` treats an empty basis separately, since $g\ge0$ is deduced from the occupation of some level. With no levels, both sides are zero. Otherwise its `calc` block applies the triangle inequality, the bound on the occupations and the main theorem in turn.
